# With two rotational constants per state, R and P lines share one quartic, and combination differences at two J values fix both constants

## What a line spacing hides

Suppose the upper state of an infrared band has rotational constant $B'=10.0$ and the lower state $B''=10.3$, in cm⁻¹, with no centrifugal distortion. The first two lines of the R branch are then $4B'-2B''=19.4$ apart. Reading this spacing as $2B$ gives $B=9.7$, which is smaller than the constant of either state. The spacing mixes the two states, and distortion adds two more unknowns to the mixture.

The cure is to subtract lines that share a level. The shared level drops out, and what remains, called a combination difference, belongs to one state.

## Levels and lines

Take an infrared band of a diatomic molecule such as carbon monoxide, with an R and a P branch and no levels missing through nuclear spin statistics. In each vibrational state the rotational energy is

$$F(J)=BJ(J+1)-DJ^2(J+1)^2 .$$

The constant $D$ stands for centrifugal stretching: a rotating molecule lengthens, its moment of inertia grows, and its levels lie lower than those of a rigid rotor. One prime marks the upper state, two primes the lower, and $\nu_0$ is the band origin. With $J$ the rotational quantum number of the lower level,

$$R(J)=\nu_0+F'(J+1)-F''(J),\qquad P(J)=\nu_0+F'(J-1)-F''(J).$$

## One quartic for both branches

Number the lines by $m=J+1$ in the R branch and $m=-J$ in the P branch. Then

$$R(m-1)=\nu_0+F'(m)-F''(m-1).$$

Here $F'(m)=B'(m^2+m)-D'(m^4+2m^3+m^2)$ and $F''(m-1)=B''(m^2-m)-D''(m^4-2m^3+m^2)$. Subtracting gives

$$\nu_0+(B'+B'')m+(B'-B''-D'+D'')m^2-2(D'+D'')m^3-(D'-D'')m^4 .$$

For the P branch, $P(-m)=\nu_0+F'(-m-1)-F''(-m)$. Since $J(J+1)$ is unchanged when $J$ is replaced by $-J-1$, so is $F$. Hence $F'(-m-1)=F'(m)$ and $F''(-m)=F''(m-1)$, and the same quartic results.

Five distinct values of $m$ fix this quartic, because the difference of two candidates would have degree at most four and five roots. Its coefficients $c_1,\dots,c_4$ of $m,\dots,m^4$ then give the constants:

$$D'+D''=-\tfrac12c_3,\quad D'-D''=-c_4,\quad B'+B''=c_1,\quad B'-B''=c_2-c_4 .$$

## Isolating one state

The lines $R(J)$ and $P(J)$ start from the same lower level, while $R(J-1)$ and $P(J+1)$ end on the same upper level. Therefore

$$R(J)-P(J)=F'(J+1)-F'(J-1),\qquad R(J-1)-P(J+1)=F''(J+1)-F''(J-1).$$

Put $x=J+\tfrac12$. Then $(J+1)(J+2)=(x+1)^2-\tfrac14$ and $(J-1)J=(x-1)^2-\tfrac14$. These two numbers differ by $4x$ and add up to $2x^2+\tfrac32$, so their squares differ by $8x^3+6x$. For either state,

$$F(J+1)-F(J-1)=(4B-6D)x-8Dx^3 .$$

Let this difference be $a$ at $x$ and $b$ at $y$, with $x$ and $y$ positive and distinct. Dividing by $x$ and by $y$ gives

$$\frac ax=4B-6D-8Dx^2,\qquad \frac by=4B-6D-8Dy^2 .$$

Subtracting the equations eliminates $B$. Multiplying them by $y^2$ and $x^2$ before subtracting eliminates the terms in $8D$:

$$D=\frac{a/x-b/y}{8(y^2-x^2)},\qquad B=\frac{y^2\,a/x-x^2\,b/y}{4(y^2-x^2)}+\tfrac32D .$$

These steps can be reversed, so the formulas are equivalent to the two measured differences.

For a diatomic described by these two constants, the resulting $B$ can be compared with an electronic-structure calculation: to leading order it is proportional to the average of $1/r^2$ over the vibrational state, where $r$ is the bond length.

## When the two points coincide

With $x=y$ there is only one equation for two unknowns. At $x=\tfrac32$, the constants $(B,D)=(10,0)$ and $(10.006,\,0.001)$ both give a difference of exactly $60$. In general, raising $D$ by $t$ is compensated by raising $B$ by $(\tfrac32+2x^2)t$.

The same pair shows that distinctness without a condition on sign is too weak. The cubic is odd in $x$, so the two sets of constants also agree at $x=-\tfrac32$. Physical values $J\ge0$ give $x\ge\tfrac12$, so measured lines meet the sign condition automatically.

## Reading the Lean statements

A `RotConst` is a pair of real numbers `B` and `D`, with no sign or size imposed, and `RotConst.term` is $F$. The upper and lower states are called `u` and `l`. A prime in Lean marks a second, competing band or state, so `u'` is another candidate for the upper state and has nothing to do with the spectroscopist's single prime.

`rLine` and `pLine` are labelled by the lower $J$, as above, but accept any real argument. The identities in `branches_eq_bandQuartic`, `upper_difference` and `lower_difference` therefore hold for all real $m$ or $J$, including $m=0$, where the band has no line. `RotConst.combDiff` is the cubic as a function of $x$, whereas textbooks usually label combination differences by $J$.

`combDiff_eq_iff` is the equivalence between two differences and the explicit formulas. `constants_unique` says that two states agreeing at two distinct positive points are equal, and `single_difference_ambiguous` is the compensation at a single point.

`bands_share_constants` speaks of lines that occur. For two different natural numbers $N$, it compares $R(N+1)-P(N+1)$ and $R(N)-P(N+2)$ in two bands. At $N=0$ these are $R(1)-P(1)$ and $R(0)-P(2)$. If the bands agree in all of these differences, they have the same upper and the same lower constants, although their origins may differ. `five_lines_determine_band` uses the line positions themselves, at five distinct $m$, and fixes the origin as well.

The step left to the spectroscopist is that the observed lines, with their assigned $J$, really are differences of such two-constant levels. Higher distortion terms, perturbations by other states and measurement errors all break that assumption.

## The complete file

```lean
import Mathlib

namespace RovibrationalBand

/-- The rotational constant `B` and the centrifugal distortion constant `D` of one
vibrational state. -/
@[ext]
structure RotConst where
  B : ℝ
  D : ℝ

/-- The rotational term value `F(J) = B J(J+1) - D J²(J+1)²`. -/
def RotConst.term (c : RotConst) (J : ℝ) : ℝ :=
  c.B * (J * (J + 1)) - c.D * (J ^ 2 * (J + 1) ^ 2)

/-- The R line from lower level `J` to upper level `J + 1`, for band origin `ν₀`,
upper constants `u` and lower constants `l`. -/
def rLine (ν₀ : ℝ) (u l : RotConst) (J : ℝ) : ℝ :=
  ν₀ + u.term (J + 1) - l.term J

/-- The P line from lower level `J` to upper level `J - 1`, for band origin `ν₀`,
upper constants `u` and lower constants `l`. -/
def pLine (ν₀ : ℝ) (u l : RotConst) (J : ℝ) : ℝ :=
  ν₀ + u.term (J - 1) - l.term J

/-- The quartic in the running number `m` built from the band origin and the
constants of the two states. -/
def bandQuartic (ν₀ : ℝ) (u l : RotConst) (m : ℝ) : ℝ :=
  ν₀ + (u.B + l.B) * m + (u.B - l.B - u.D + l.D) * m ^ 2
    - 2 * (u.D + l.D) * m ^ 3 - (u.D - l.D) * m ^ 4

/-- The cubic `(4B - 6D) x - 8D x³` in `x`, for the constants of one state. -/
def RotConst.combDiff (c : RotConst) (x : ℝ) : ℝ :=
  (4 * c.B - 6 * c.D) * x - 8 * c.D * x ^ 3

/-- Both branches follow one quartic: `R(m-1)` and `P(-m)` are the same polynomial
in `m`. -/
theorem branches_eq_bandQuartic (ν₀ : ℝ) (u l : RotConst) (m : ℝ) :
    rLine ν₀ u l (m - 1) = bandQuartic ν₀ u l m ∧
      pLine ν₀ u l (-m) = bandQuartic ν₀ u l m := by
  constructor
  · simp only [rLine, bandQuartic, RotConst.term]
    ring
  · simp only [pLine, bandQuartic, RotConst.term]
    ring

/-- The difference `R(J) - P(J)` of lines with a common lower level is the cubic in
`x = J + 1/2` with the constants of the upper state. -/
theorem upper_difference (ν₀ : ℝ) (u l : RotConst) (J : ℝ) :
    rLine ν₀ u l J - pLine ν₀ u l J = u.combDiff (J + 1 / 2) := by
  simp only [rLine, pLine, RotConst.term, RotConst.combDiff]
  ring

/-- The difference `R(J-1) - P(J+1)` of lines with a common upper level is the cubic
in `x = J + 1/2` with the constants of the lower state. -/
theorem lower_difference (ν₀ : ℝ) (u l : RotConst) (J : ℝ) :
    rLine ν₀ u l (J - 1) - pLine ν₀ u l (J + 1) = l.combDiff (J + 1 / 2) := by
  simp only [rLine, pLine, RotConst.term, RotConst.combDiff]
  ring

/-- A state has combination differences `a` at `x` and `b` at `y`, for distinct
positive `x` and `y`, exactly when `D` and `B` are given by these formulas. -/
theorem combDiff_eq_iff (c : RotConst) {x y : ℝ} (a b : ℝ)
    (hx : 0 < x) (hy : 0 < y) (hxy : x ≠ y) :
    (c.combDiff x = a ∧ c.combDiff y = b) ↔
      (c.D = (a / x - b / y) / (8 * (y ^ 2 - x ^ 2)) ∧
        c.B = (y ^ 2 * (a / x) - x ^ 2 * (b / y)) / (4 * (y ^ 2 - x ^ 2))
          + 3 / 2 * c.D) := by
  have hd : y ^ 2 - x ^ 2 ≠ 0 := by
    intro h
    have h' : (y - x) * (y + x) = 0 := by linear_combination h
    rcases mul_eq_zero.1 h' with h | h
    · exact hxy (by linarith)
    · linarith
  have h8 : 8 * (y ^ 2 - x ^ 2) ≠ 0 := mul_ne_zero (by norm_num) hd
  have h4 : 4 * (y ^ 2 - x ^ 2) ≠ 0 := mul_ne_zero (by norm_num) hd
  -- work with the reduced differences p = a / x and q = b / y
  obtain ⟨p, hp⟩ : ∃ p, p = a / x := ⟨_, rfl⟩
  obtain ⟨q, hq⟩ : ∃ q, q = b / y := ⟨_, rfl⟩
  have ha : a = p * x := by rw [hp, div_mul_cancel₀ _ hx.ne']
  have hb : b = q * y := by rw [hq, div_mul_cancel₀ _ hy.ne']
  rw [← hp, ← hq, ha, hb, ← sub_eq_iff_eq_add, eq_div_iff h8, eq_div_iff h4]
  simp only [RotConst.combDiff]
  constructor
  · rintro ⟨h1, h2⟩
    have e1 : 4 * c.B - 6 * c.D - 8 * c.D * x ^ 2 = p :=
      mul_right_cancel₀ hx.ne' (by linear_combination h1)
    have e2 : 4 * c.B - 6 * c.D - 8 * c.D * y ^ 2 = q :=
      mul_right_cancel₀ hy.ne' (by linear_combination h2)
    exact ⟨by linear_combination e1 - e2,
      by linear_combination y ^ 2 * e1 - x ^ 2 * e2⟩
  · rintro ⟨hD, hB⟩
    exact ⟨mul_left_cancel₀ hd (by linear_combination x * hB - x ^ 3 * hD),
      mul_left_cancel₀ hd (by linear_combination y * hB - y ^ 3 * hD)⟩

/-- Two states whose combination differences agree at two distinct positive values
of `x` have the same `B` and the same `D`. -/
theorem constants_unique {c c' : RotConst} {x y : ℝ}
    (hx : 0 < x) (hy : 0 < y) (hxy : x ≠ y)
    (h1 : c.combDiff x = c'.combDiff x) (h2 : c.combDiff y = c'.combDiff y) :
    c = c' := by
  obtain ⟨hD, hB⟩ := (combDiff_eq_iff c _ _ hx hy hxy).1 ⟨h1, h2⟩
  obtain ⟨hD', hB'⟩ := (combDiff_eq_iff c' _ _ hx hy hxy).1 ⟨rfl, rfl⟩
  have eD : c.D = c'.D := hD.trans hD'.symm
  exact RotConst.ext (by linarith) eD

/-- One combination difference does not suffice: at fixed `x`, a change `t` of `D`
is compensated by the change `(3/2 + 2x²) t` of `B`. -/
theorem single_difference_ambiguous (c : RotConst) (x t : ℝ) :
    RotConst.combDiff ⟨c.B + (3 / 2 + 2 * x ^ 2) * t, c.D + t⟩ x = c.combDiff x := by
  simp only [RotConst.combDiff]
  ring

/-- If two bands agree in `R(J+1) - P(J+1)` and in `R(J) - P(J+2)` for two different
natural numbers `J`, they have the same upper and the same lower constants. -/
theorem bands_share_constants {ν₀ ν₁ : ℝ} {u l u' l' : RotConst} {J K : ℕ}
    (hJK : J ≠ K)
    (hup : ∀ N ∈ ({J, K} : Set ℕ), rLine ν₀ u l (N + 1) - pLine ν₀ u l (N + 1)
      = rLine ν₁ u' l' (N + 1) - pLine ν₁ u' l' (N + 1))
    (hlow : ∀ N ∈ ({J, K} : Set ℕ), rLine ν₀ u l N - pLine ν₀ u l (N + 2)
      = rLine ν₁ u' l' N - pLine ν₁ u' l' (N + 2)) :
    u = u' ∧ l = l' := by
  have hJ : J ∈ ({J, K} : Set ℕ) := Or.inl rfl
  have hK : K ∈ ({J, K} : Set ℕ) := Or.inr rfl
  have hne : (J : ℝ) + 1 + 1 / 2 ≠ (K : ℝ) + 1 + 1 / 2 := by
    intro h
    have h' : (J : ℝ) = K := by linarith
    exact hJK (by exact_mod_cast h')
  -- the lower difference, with the level number shifted by one
  have key : ∀ (ν : ℝ) (a b : RotConst) (N : ℝ),
      rLine ν a b N - pLine ν a b (N + 2) = b.combDiff (N + 1 + 1 / 2) := by
    intro ν a b N
    simp only [rLine, pLine, RotConst.term, RotConst.combDiff]
    ring
  simp only [upper_difference] at hup
  simp only [key] at hlow
  exact ⟨constants_unique (by positivity) (by positivity) hne (hup J hJ) (hup K hK),
    constants_unique (by positivity) (by positivity) hne (hlow J hJ) (hlow K hK)⟩

/-- Agreement of two band quartics at five distinct values of `m` forces equal band
origins and equal constants in both states. -/
theorem five_lines_determine_band {ν₀ ν₁ : ℝ} {u l u' l' : RotConst}
    {m : Fin 5 → ℝ} (hm : Function.Injective m)
    (h : ∀ i, bandQuartic ν₀ u l (m i) = bandQuartic ν₁ u' l' (m i)) :
    ν₀ = ν₁ ∧ u = u' ∧ l = l' := by
  -- the coefficients of the difference of the two quartics
  let v : Fin 5 → ℝ := ![ν₀ - ν₁, (u.B + l.B) - (u'.B + l'.B),
    (u.B - l.B - u.D + l.D) - (u'.B - l'.B - u'.D + l'.D),
    -2 * (u.D + l.D) + 2 * (u'.D + l'.D), -(u.D - l.D) + (u'.D - l'.D)]
  have hv : v = 0 := by
    apply Matrix.eq_zero_of_forall_index_sum_pow_mul_eq_zero hm
    intro j
    have hj := h j
    simp only [bandQuartic] at hj
    have e : m j ^ 0 * (ν₀ - ν₁) + m j ^ 1 * ((u.B + l.B) - (u'.B + l'.B))
        + m j ^ 2 * ((u.B - l.B - u.D + l.D) - (u'.B - l'.B - u'.D + l'.D))
        + m j ^ 3 * (-2 * (u.D + l.D) + 2 * (u'.D + l'.D))
        + m j ^ 4 * (-(u.D - l.D) + (u'.D - l'.D)) = 0 := by
      linear_combination hj
    rw [Fin.sum_univ_five]
    exact e
  have h0 : ν₀ - ν₁ = 0 := congrFun hv 0
  have h1 : (u.B + l.B) - (u'.B + l'.B) = 0 := congrFun hv 1
  have h2 : (u.B - l.B - u.D + l.D) - (u'.B - l'.B - u'.D + l'.D) = 0 := congrFun hv 2
  have h3 : -2 * (u.D + l.D) + 2 * (u'.D + l'.D) = 0 := congrFun hv 3
  have h4 : -(u.D - l.D) + (u'.D - l'.D) = 0 := congrFun hv 4
  exact ⟨by linarith, RotConst.ext (by linarith) (by linarith),
    RotConst.ext (by linarith) (by linarith)⟩

end RovibrationalBand
```

```lean
#print axioms RovibrationalBand.lower_difference
#print axioms RovibrationalBand.single_difference_ambiguous
#print axioms RovibrationalBand.bands_share_constants
#print axioms RovibrationalBand.five_lines_determine_band
```

```
'RovibrationalBand.lower_difference' depends on axioms: [propext, Classical.choice, Quot.sound]
'RovibrationalBand.single_difference_ambiguous' depends on axioms: [propext, Classical.choice, Quot.sound]
'RovibrationalBand.bands_share_constants' depends on axioms: [propext, Classical.choice, Quot.sound]
'RovibrationalBand.five_lines_determine_band' depends on axioms: [propext, Classical.choice, Quot.sound]
```

## From the algebra to the proof

The three line identities are proved by unfolding the definitions and calling `ring`, which does the whole expansion at once. The symmetry of $F$ and the substitution $x=J+\tfrac12$ shorten the calculation above, but `ring` needs neither.

In `combDiff_eq_iff`, `hd` shows that $y^2-x^2\neq0$: otherwise $(y-x)(y+x)=0$, which contradicts either distinctness or positivity. The proof then names the quotients `p` $=a/x$ and `q` $=b/y$ and clears the denominators in the formulas for $D$ and $B$.

In the forward direction, `mul_right_cancel₀` divides the two differences by $x$ and $y$, which yields the linear equations `e1` and `e2`. The combinations `e1 - e2` and `y ^ 2 * e1 - x ^ 2 * e2` are the two eliminations made above. In the reverse direction, the formulas are combined to give each difference multiplied by $y^2-x^2$, and that factor is cancelled.

`constants_unique` applies this equivalence to both states with the same data, so both pairs of constants are given by the same formulas. In `bands_share_constants`, the local statement `key` rewrites $R(N)-P(N+2)$ as the lower-state cubic at $N+\tfrac32$. The upper difference has the same argument, and `constants_unique` is applied once to each state.

For five lines, the vector `v` holds the coefficients of the difference of the two quartics. Mathlib's Vandermonde lemma `Matrix.eq_zero_of_forall_index_sum_pow_mul_eq_zero` takes the place of counting roots and gives `v = 0`. The five components `h0` to `h4` are then solved by `linarith`, as in the coefficient formulas above.
